# Green's parafermion ansatz: trilinear relations for sums over \(m\) fermion families, and \(a_k^{m+1}=0\) in rings without 2-torsion

## What the sum of two fermions loses

Take two families of fermion modes whose operators commute between the families, and add the annihilation operators of mode \(k\): \(a_k=a_k^{(0)}+a_k^{(1)}\). With \(b_k\) the corresponding sum of creation operators, the canonical anticommutation relations fail for the sums:

\[
a_k^2=2\,a_k^{(0)}a_k^{(1)},\qquad
a_kb_k+b_ka_k=2+2\bigl(a_k^{(0)}b_k^{(1)}+a_k^{(1)}b_k^{(0)}\bigr).
\]

The square is no longer zero and the anticommutator is no longer a number. Without some other relation among the sums, reordering a product of them means going back to the components.

Such relations exist, with three operators in place of two. For \(m\) families, the double commutator of three such sums is a linear combination of such sums, possibly zero, and the Pauli principle survives in the weaker form \(a_k^{m+1}=0\), provided that \(x+x=0\) forces \(x=0\) in the ring. Operators on a complex vector space meet this condition, because there one can divide by two.

In quantum mechanics, a single mode with \(b_k=a_k^\dagger\) makes \(a_k\) the collective lowering operator of \(m\) spins one-half, which can act at most \(m\) times before it gives zero. This is a statement about the operator algebra alone, with no Hamiltonian.

## Relations between the components, relations between the sums

Let \(\alpha=0,\dots,m-1\) label the families and \(j,k,l\) the modes. Within a family,

\[
\{a_j^{(\alpha)},a_k^{(\alpha)}\}=0,\quad
\{b_j^{(\alpha)},b_k^{(\alpha)}\}=0,\quad
\{a_j^{(\alpha)},b_k^{(\alpha)}\}=\delta_{jk},
\]

where \(\{x,y\}=xy+yx\). Operators of different families commute. These relations are the fields of the structure `IsGreenSystem a b`, in which `a α k` stands for \(a_k^{(\alpha)}\). The sum \(a_k=\sum_\alpha a_k^{(\alpha)}\) is `green a k`, without a normalising factor, and `⁅x, y⁆` is the commutator \([x,y]=xy-yx\).

The theorem `green_ansatz` states that

\[
[[b_j,a_k],a_l]=-2\,\delta_{jl}\,a_k,\qquad a_k^{m+1}=0 .
\]

The delta appears as `if j = l then 1 else 0`, and the condition on the ring is the hypothesis `h2`. Only the power law needs it: in characteristic two, \(\{a,a\}=2a^2=0\) says nothing about \(a^2\). Two further theorems give \([[a_j,b_k],b_l]=-2\delta_{jl}b_k\) and \([[a_j,a_k],a_l]=0\). Finally, `green_pow_ne_zero` shows that \(a_k^m\neq0\) if the ring is nontrivial and has no additive torsion, meaning that a positive integer multiple of \(x\) vanishes only when \(x\) does.

The ring `R` is arbitrary and the set `ι` of modes may be infinite, but the number of families is finite. Nothing makes \(b_k\) the adjoint of \(a_k\), and there is no Fock space or vacuum. The theorems run from the components to the sums; whether a given set of parafermion operators can be split into such components is a separate question of representation theory.

## From two anticommutators to a double commutator

In the commutator of two sums, terms from different families vanish:

\[
\Bigl[\sum_\alpha x^{(\alpha)},\sum_\beta y^{(\beta)}\Bigr]=\sum_\alpha[x^{(\alpha)},y^{(\alpha)}].
\]

Each \([x^{(\alpha)},y^{(\alpha)}]\) commutes with \(z^{(\beta)}\) for \(\beta\ne\alpha\), since both of its factors do. The same argument therefore applies to the outer commutator, and only \(\sum_\alpha[[x^{(\alpha)},y^{(\alpha)}],z^{(\alpha)}]\) remains.

Within one family, let \(zx+xz=d\) and \(yz+zy=0\). Then

\[
\begin{aligned}
xyz&=-xzy=-(d-zx)y=-dy+zxy,\\
yxz&=y(d-zx)=yd-yzx=yd+zyx,
\end{aligned}
\]

and hence

\[
[[x,y],z]=xyz-yxz-zxy+zyx=-(dy+yd).
\]

For \(x=b_j^{(\alpha)}\), \(y=a_k^{(\alpha)}\) and \(z=a_l^{(\alpha)}\) we have \(d=\delta_{lj}\), so the result is \(-2\delta_{jl}a_k^{(\alpha)}\). Summing over \(\alpha\) gives the first relation. Exchanging \(a\) and \(b\) gives the second. For three operators \(a\) we have \(d=0\), which gives the third.

## Each family adds one power

If \(x\) and \(y\) commute and \(y^2=0\), then

\[
(x+y)^{n+1}=x^{n+1}+(n+1)x^ny .
\]

This is clear for \(n=0\). Multiplying by \(x+y\) gives

\[
x^{n+2}+x^{n+1}y+(n+1)\bigl(x^nyx+x^ny^2\bigr)=x^{n+2}+(n+2)x^{n+1}y,
\]

which is the next case.

Let \(A_s\) be the sum of \(a_k^{(\alpha)}\) over a set \(s\) of \(p\) families, and suppose that \(A_s^{p+1}=0\). For the empty set this reads \(0^1=0\). Adding a family \(\beta\), whose operator squares to zero, gives

\[
(A_s+a_k^{(\beta)})^{p+2}=A_s^{p+2}+(p+2)A_s^{p+1}a_k^{(\beta)}=0 .
\]

After all \(m\) families, \(a_k^{m+1}=0\).

One power lower, the same expansion leaves

\[
(A_s+a_k^{(\beta)})^{p+1}=(p+1)A_s^p\,a_k^{(\beta)} .
\]

Suppose that this vanishes. Without torsion, \(A_s^pa_k^{(\beta)}=0\), and therefore

\[
A_s^p=A_s^p\bigl(a_k^{(\beta)}b_k^{(\beta)}+b_k^{(\beta)}a_k^{(\beta)}\bigr)
=0+b_k^{(\beta)}A_s^pa_k^{(\beta)}=0 .
\]

So if \(A_s^p\neq0\), the power for the larger set is nonzero too. The chain starts from \(A_\emptyset^0=1\neq0\) and ends at \(a_k^m\ne0\).

## One family: the ordinary fermion

For \(m=1\) the sum has a single term. The power law becomes the Pauli principle \(a_k^2=0\), and the trilinear relation is the familiar \([b_ja_k,a_l]=-\delta_{jl}a_k\) multiplied by two, because \([b_j,a_k]=2b_ja_k-\delta_{jk}\) and the number \(\delta_{jk}\) drops out of the outer commutator.

## The Lean file

```lean
import Mathlib

open scoped Kronecker
open Matrix

namespace GreenParafermion

variable {R ι : Type*} [Ring R] {m : ℕ}

/-- The Green operator of mode `k`: the sum of the component operators over all `m` families. -/
def green (a : Fin m → ι → R) (k : ι) : R := ∑ α, a α k

variable [DecidableEq ι]

/-- Component operators `a α k` and `b α k` of family `α` and mode `k` that obey the canonical
anticommutation relations within a family and commute between different families. -/
structure IsGreenSystem (a b : Fin m → ι → R) : Prop where
  aa : ∀ α j k, a α j * a α k + a α k * a α j = 0
  bb : ∀ α j k, b α j * b α k + b α k * b α j = 0
  ab : ∀ α j k, a α j * b α k + b α k * a α j = if j = k then 1 else 0
  aa_comm : ∀ α β, α ≠ β → ∀ j k, Commute (a α j) (a β k)
  bb_comm : ∀ α β, α ≠ β → ∀ j k, Commute (b α j) (b β k)
  ab_comm : ∀ α β, α ≠ β → ∀ j k, Commute (a α j) (b β k)

omit [DecidableEq ι] in
/-- If operators of different families commute, the double commutator of three sums over
families is the sum of the double commutators within each family. -/
theorem double_bracket_sum (x y z : Fin m → R)
    (hxy : ∀ α β, α ≠ β → Commute (x α) (y β))
    (hxz : ∀ α β, α ≠ β → Commute (x α) (z β))
    (hyz : ∀ α β, α ≠ β → Commute (y α) (z β)) :
    ⁅⁅∑ α, x α, ∑ α, y α⁆, ∑ α, z α⁆ = ∑ α, ⁅⁅x α, y α⁆, z α⁆ := by
  -- a single commutator of sums keeps only the diagonal terms
  have key : ∀ u v : Fin m → R, (∀ α β, α ≠ β → Commute (u α) (v β)) →
      ⁅∑ α, u α, ∑ α, v α⁆ = ∑ α, ⁅u α, v α⁆ := by
    intro u v h
    have e : (∑ α, u α) * (∑ β, v β) - (∑ β, v β) * (∑ α, u α)
        = ∑ α, ∑ β, (u α * v β - v β * u α) := by
      simp only [Finset.sum_sub_distrib, ← Finset.mul_sum, ← Finset.sum_mul]
    simp only [Ring.lie_def]
    rw [e]
    refine Finset.sum_congr rfl fun α _ => ?_
    exact Finset.sum_eq_single α
      (fun β _ hβ => by rw [(h α β (Ne.symm hβ)).eq, sub_self])
      (fun hα => absurd (Finset.mem_univ α) hα)
  rw [key x y hxy]
  refine key (fun α => ⁅x α, y α⁆) z fun α β h => ?_
  simp only [Ring.lie_def]
  exact ((hxz α β h).mul_left (hyz α β h)).sub_left ((hyz α β h).mul_left (hxz α β h))

/-- If `z` anticommutes with `y` and has anticommutator `d` with `x`, then
`[[x, y], z] = -(d y + y d)`. -/
theorem double_bracket_of_anticomm (x y z d : R)
    (hzx : z * x + x * z = d) (hyz : y * z + z * y = 0) :
    ⁅⁅x, y⁆, z⁆ = -(d * y + y * d) := by
  simp only [Ring.lie_def]
  linear_combination (norm := noncomm_ring) x * hyz - hzx * y - y * hzx + hyz * x

/-- The Green operators of a Green system obey `[[b_j, a_k], a_l] = -2 δ(j,l) a_k`. -/
theorem green_trilinear {a b : Fin m → ι → R} (h : IsGreenSystem a b) (j k l : ι) :
    ⁅⁅green b j, green a k⁆, green a l⁆ = -2 * (if j = l then 1 else 0) * green a k := by
  refine (double_bracket_sum (fun α => b α j) (fun α => a α k) (fun α => a α l)
    (fun α β n => (h.ab_comm β α n.symm k j).symm)
    (fun α β n => (h.ab_comm β α n.symm l j).symm)
    (fun α β n => h.aa_comm α β n k l)).trans ?_
  unfold green
  rw [Finset.mul_sum]
  refine Finset.sum_congr rfl fun α _ => ?_
  refine (double_bracket_of_anticomm _ _ _ _ (h.ab α l j) (h.aa α k l)).trans ?_
  by_cases hjl : j = l
  · subst hjl
    simp [two_mul]
  · simp [hjl, Ne.symm hjl]

/-- With the roles of `a` and `b` exchanged, the Green operators of a Green system obey
`[[a_j, b_k], b_l] = -2 δ(j,l) b_k`. -/
theorem green_trilinear_swap {a b : Fin m → ι → R} (h : IsGreenSystem a b) (j k l : ι) :
    ⁅⁅green a j, green b k⁆, green b l⁆ = -2 * (if j = l then 1 else 0) * green b k := by
  -- the defining relations are symmetric under exchange of `a` and `b`
  have hs : IsGreenSystem b a :=
    { aa := h.bb
      bb := h.aa
      ab := fun α p q => by
        rw [add_comm, h.ab α q p]
        by_cases hpq : p = q
        · subst hpq
          rfl
        · simp [hpq, Ne.symm hpq]
      aa_comm := h.bb_comm
      bb_comm := h.aa_comm
      ab_comm := fun α β n p q => (h.ab_comm β α n.symm q p).symm }
  exact green_trilinear hs j k l

/-- The Green operators of a Green system obey `[[a_j, a_k], a_l] = 0`. -/
theorem green_trilinear_zero {a b : Fin m → ι → R} (h : IsGreenSystem a b) (j k l : ι) :
    ⁅⁅green a j, green a k⁆, green a l⁆ = 0 := by
  refine (double_bracket_sum (fun α => a α j) (fun α => a α k) (fun α => a α l)
    (fun α β n => h.aa_comm α β n j k) (fun α β n => h.aa_comm α β n j l)
    (fun α β n => h.aa_comm α β n k l)).trans ?_
  refine Finset.sum_eq_zero fun α _ => ?_
  refine (double_bracket_of_anticomm _ _ _ _ (h.aa α l j) (h.aa α k l)).trans ?_
  simp

omit [DecidableEq ι] in
/-- If `y` commutes with `x` and squares to zero, the binomial expansion of `(x + y)^(n+1)`
stops after the term linear in `y`. -/
theorem add_pow_of_sq_zero (x y : R) (hxy : x * y = y * x) (hy : y * y = 0) (n : ℕ) :
    (x + y) ^ (n + 1) = x ^ (n + 1) + (n + 1) • (x ^ n * y) := by
  induction n with
  | zero => simp
  | succ n ih =>
    have h1 : x ^ n * y * x = x ^ (n + 1) * y := by
      rw [mul_assoc, ← hxy, ← mul_assoc, ← pow_succ]
    have h2 : x ^ n * y * y = 0 := by rw [mul_assoc, hy, mul_zero]
    calc (x + y) ^ (n + 1 + 1)
        = (x ^ (n + 1) + (n + 1) • (x ^ n * y)) * (x + y) := by rw [pow_succ, ih]
      _ = x ^ (n + 1) * x + x ^ (n + 1) * y + (n + 1) • (x ^ n * y * x + x ^ n * y * y) := by
          rw [add_mul, mul_add, smul_mul_assoc, mul_add]
      _ = x ^ (n + 1 + 1) + (n + 1 + 1) • (x ^ (n + 1) * y) := by
          rw [h1, h2, add_zero, pow_succ x (n + 1), succ_nsmul _ (n + 1)]
          abel

/-- For a Green system in a ring where `x + x = 0` forces `x = 0`, the sum of the `a α k` over a set
`s` of families vanishes when raised to the power `|s| + 1`. -/
theorem partial_sum_pow {a b : Fin m → ι → R} (h : IsGreenSystem a b)
    (h2 : ∀ x : R, x + x = 0 → x = 0) (k : ι) (s : Finset (Fin m)) :
    (∑ α ∈ s, a α k) ^ (s.card + 1) = 0 := by
  induction s using Finset.induction_on with
  | empty => simp
  | insert β s hβ ih =>
    have hc : Commute (∑ α ∈ s, a α k) (a β k) := Commute.sum_left _ _ _ fun α hα =>
      h.aa_comm α β (fun e => hβ (e ▸ hα)) k k
    rw [Finset.sum_insert hβ, Finset.card_insert_of_notMem hβ, add_comm (a β k),
      add_pow_of_sq_zero _ _ hc.eq (h2 _ (h.aa β k k)), pow_succ _ (s.card + 1), ih]
    simp

/-- Green's ansatz: the sums over `m` families of a Green system obey
`[[b_j, a_k], a_l] = -2 δ(j,l) a_k`, and `a_k^(m+1) = 0` in a ring where `x + x = 0` forces
`x = 0`. -/
theorem green_ansatz {a b : Fin m → ι → R} (h : IsGreenSystem a b)
    (h2 : ∀ x : R, x + x = 0 → x = 0) :
    (∀ j k l, ⁅⁅green b j, green a k⁆, green a l⁆
      = -2 * (if j = l then 1 else 0) * green a k) ∧
    ∀ k, green a k ^ (m + 1) = 0 := by
  refine ⟨green_trilinear h, fun k => ?_⟩
  have hk := partial_sum_pow h h2 k Finset.univ
  rw [Finset.card_univ, Fintype.card_fin] at hk
  exact hk

/-- For a Green system of `m` families in a nontrivial ring without additive torsion, the `m`-th
power of the Green operator `a_k` is not zero. -/
theorem green_pow_ne_zero [Nontrivial R] {a b : Fin m → ι → R} (h : IsGreenSystem a b)
    (htf : ∀ (n : ℕ) (x : R), (n + 1) • x = 0 → x = 0) (k : ι) :
    green a k ^ m ≠ 0 := by
  have h2 : ∀ x : R, x + x = 0 → x = 0 := fun x hx =>
    htf 1 x (by rw [succ_nsmul, one_nsmul]; exact hx)
  have key : ∀ s : Finset (Fin m), (∑ α ∈ s, a α k) ^ s.card ≠ 0 := by
    intro s
    induction s using Finset.induction_on with
    | empty => simp
    | insert β s hβ ih =>
      intro h0
      have hc : Commute (∑ α ∈ s, a α k) (a β k) := Commute.sum_left _ _ _ fun α hα =>
        h.aa_comm α β (fun e => hβ (e ▸ hα)) k k
      have hd : Commute (∑ α ∈ s, a α k) (b β k) := Commute.sum_left _ _ _ fun α hα =>
        h.ab_comm α β (fun e => hβ (e ▸ hα)) k k
      rw [Finset.sum_insert hβ, Finset.card_insert_of_notMem hβ, add_comm (a β k),
        add_pow_of_sq_zero _ _ hc.eq (h2 _ (h.aa β k k)), partial_sum_pow h h2 k s,
        zero_add] at h0
      have h1 := htf _ _ h0
      -- insert `1 = a b + b a` of family `β` to remove that family
      apply ih
      calc (∑ α ∈ s, a α k) ^ s.card
          = (∑ α ∈ s, a α k) ^ s.card * (a β k * b β k + b β k * a β k) := by
            rw [h.ab β k k, if_pos rfl, mul_one]
        _ = 0 := by
            rw [mul_add, (hd.pow_left s.card).left_comm,
              ← mul_assoc _ (a β k) (b β k), h1]
            simp
  have hk := key Finset.univ
  rw [Finset.card_univ, Fintype.card_fin] at hk
  exact hk

/-- The Jordan-Wigner matrices of two fermion modes. -/
def jw : Fin 2 → Matrix (Fin 4) (Fin 4) ℤ :=
  ![!![0, 0, 1, 0; 0, 0, 0, 1; 0, 0, 0, 0; 0, 0, 0, 0],
    !![0, 1, 0, 0; 0, 0, 0, 0; 0, 0, 0, -1; 0, 0, 0, 0]]

/-- Two copies of the matrices `c k`, acting on the first and on the second tensor factor. -/
def twoCopies (c : Fin 2 → Matrix (Fin 4) (Fin 4) ℤ) (α k : Fin 2) :
    Matrix (Fin 4 × Fin 4) (Fin 4 × Fin 4) ℤ :=
  if α = 0 then c k ⊗ₖ 1 else 1 ⊗ₖ c k

/-- Two copies of the Jordan-Wigner matrices and of their transposes form a Green system. -/
theorem isGreenSystem_witness :
    IsGreenSystem (twoCopies jw) (twoCopies fun k => (jw k)ᵀ) := by
  -- anticommutators are inherited by each tensor factor
  have anti : ∀ (c d : Fin 2 → Matrix (Fin 4) (Fin 4) ℤ) (e : Matrix (Fin 4) (Fin 4) ℤ)
      (α j k : Fin 2), c j * d k + d k * c j = e →
      twoCopies c α j * twoCopies d α k + twoCopies d α k * twoCopies c α j
        = if α = 0 then e ⊗ₖ 1 else 1 ⊗ₖ e := by
    intro c d e α j k h
    unfold twoCopies
    split_ifs
    · rw [← Matrix.mul_kronecker_mul, ← Matrix.mul_kronecker_mul, ← Matrix.add_kronecker,
        h, mul_one]
    · rw [← Matrix.mul_kronecker_mul, ← Matrix.mul_kronecker_mul, mul_one,
        ← Matrix.kronecker_add, h]
  -- different tensor factors commute
  have comm : ∀ (c d : Fin 2 → Matrix (Fin 4) (Fin 4) ℤ) (α β : Fin 2), α ≠ β →
      ∀ j k, Commute (twoCopies c α j) (twoCopies d β k) := by
    intro c d α β hne j k
    change _ * _ = _ * _
    unfold twoCopies
    split_ifs with h1 h2 h2
    · exact absurd (h1.trans h2.symm) hne
    · simp only [← Matrix.mul_kronecker_mul, mul_one, one_mul]
    · simp only [← Matrix.mul_kronecker_mul, mul_one, one_mul]
    · exact absurd (by omega) hne
  have haa : ∀ j k, jw j * jw k + jw k * jw j = 0 := by decide +kernel
  have hbb : ∀ j k, (jw j)ᵀ * (jw k)ᵀ + (jw k)ᵀ * (jw j)ᵀ = 0 := by decide +kernel
  have hab : ∀ j k, jw j * (jw k)ᵀ + (jw k)ᵀ * jw j = if j = k then 1 else 0 := by
    decide +kernel
  refine ⟨fun α j k => ?_, fun α j k => ?_, fun α j k => ?_, comm _ _, comm _ _, comm _ _⟩
  · rw [anti _ _ _ α j k (haa j k)]
    simp
  · rw [anti _ _ _ α j k (hbb j k)]
    simp
  · rw [anti _ _ _ α j k (hab j k)]
    by_cases hjk : j = k <;> simp [hjk]

end GreenParafermion
```

```lean
#print axioms GreenParafermion.green_trilinear_swap
#print axioms GreenParafermion.green_trilinear_zero
#print axioms GreenParafermion.green_ansatz
#print axioms GreenParafermion.green_pow_ne_zero
```

```
'GreenParafermion.green_trilinear_swap' depends on axioms: [propext, Classical.choice, Quot.sound]
'GreenParafermion.green_trilinear_zero' depends on axioms: [propext, Classical.choice, Quot.sound]
'GreenParafermion.green_ansatz' depends on axioms: [propext, Classical.choice, Quot.sound]
'GreenParafermion.green_pow_ne_zero' depends on axioms: [propext, Classical.choice, Quot.sound]
```

## Commutators by linear combination, powers by induction

In `double_bracket_sum`, the local statement `key` is the formula for one commutator of sums. It expands the commutator into a double sum, and `Finset.sum_eq_single` keeps the term \(\beta=\alpha\). The lemma applies `key` twice, first to the inner and then to the outer commutator.

The calculation within a family is `double_bracket_of_anticomm`. Its `linear_combination` names four multiples of the two hypotheses, one for each replacement made by hand above: `x * hyz` turns \(xyz\) into \(-xzy\), for instance. The normaliser `noncomm_ring` then checks the identity without changing the order of factors.

`green_trilinear` joins these two lemmas and treats \(j=l\) and \(j\neq l\) separately. `green_trilinear_swap` first shows that `IsGreenSystem b a` holds as well and then applies `green_trilinear` to it. `green_trilinear_zero` uses the family lemma with \(d=0\).

The shortened binomial formula is `add_pow_of_sq_zero`. `partial_sum_pow` adds families one at a time through `Finset.induction_on`, and `green_ansatz` takes the set of all families. In `green_pow_ne_zero` the induction runs over the same sets: the `calc` block inserts \(1=a_k^{(\beta)}b_k^{(\beta)}+b_k^{(\beta)}a_k^{(\beta)}\) and moves \(b_k^{(\beta)}\) to the left through the power of the partial sum.

The last theorem, `isGreenSystem_witness`, supplies an example with two families of two modes. The matrices `jw` are the Jordan-Wigner annihilation operators in the occupation basis \(00,01,10,11\), and their transposes are the creation operators. `twoCopies` places one family on each factor of a Kronecker product, which gives \(16\times16\) integer matrices. The relations between the \(4\times4\) matrices are settled by `decide +kernel`, and the rule \((A\otimes B)(C\otimes D)=AC\otimes BD\) carries them over to the product and makes the two families commute.
